# Under pure isotropic coupling, polarisation passes between two spins 1/2 as sin²(πJt)

The mixing propagator is modelled here as a true matrix exponential of the coupling operator, acting on the four-dimensional state space of two spins 1/2. The transfer rule is then a theorem about \(4\times4\) complex matrices, and no table of product-operator rotations is assumed. The Hamiltonian, in units with \(\hbar=1\), is \(2\pi J\,\mathbf I_1\cdot\mathbf I_2\), with \(J\) the scalar spin–spin coupling constant in hertz and \(t\) the mixing time in seconds. Chemical shifts, relaxation and further spins are left out.

For this isolated pair, the result gives the transfer of polarisation during the mixing period of a TOCSY (total correlation spectroscopy) experiment in nuclear magnetic resonance, as far as the pulse sequence produces the ideal isotropic Hamiltonian.

## Spins, coupling and propagator

```lean
import Mathlib

open Matrix
open scoped Kronecker Real

namespace IsotropicMixing

noncomputable section
```

Mathlib supplies the matrices and the exponential. The opened notation provides `⊗ₖ` for the Kronecker product and `π` for the number.

```lean
/-- Operators on the state space of two spins 1/2. -/
abbrev Op := Matrix (Fin 2 × Fin 2) (Fin 2 × Fin 2) ℂ
```

An operator is a complex matrix whose rows and columns are labelled by pairs. In each pair, 0 means spin up and 1 means spin down.

```lean
/-- The spin-1/2 matrices; the labels 0, 1, 2 stand for x, y, z. -/
def spin : Fin 3 → Matrix (Fin 2) (Fin 2) ℂ :=
  ![!![0, 1/2; 1/2, 0], !![0, -Complex.I/2; Complex.I/2, 0], !![1/2, 0; 0, -1/2]]
```

These are the matrices \(I_x, I_y, I_z\), half the Pauli matrices. Lean counts from zero, so `spin 2` is \(I_z\).

```lean
/-- Component `a` of the first spin. -/
def I1 (a : Fin 3) : Op := spin a ⊗ₖ 1
```

This is \(I_{1a}=I_a\otimes 1\). The 1 in the name `I1` numbers the spin and the argument selects the component, so `I1 2` is \(I_{1z}\).

```lean
/-- Component `a` of the second spin. -/
def I2 (a : Fin 3) : Op := 1 ⊗ₖ spin a
```

Likewise \(I_{2a}=1\otimes I_a\).

```lean
/-- The isotropic coupling operator I1·I2. -/
def coupling : Op := ∑ a, I1 a * I2 a
```

This is \(\mathbf I_1\cdot\mathbf I_2=\sum_a I_{1a}I_{2a}\).

```lean
/-- Component `a` of the vector product I1 × I2, with labels taken cyclically. -/
def cross (a : Fin 3) : Op := I1 (a + 1) * I2 (a + 2) - I1 (a + 2) * I2 (a + 1)
```

This is \((\mathbf I_1\times\mathbf I_2)_a\). Addition of labels wraps around modulo 3, so for \(a=z\) it reads \(I_{1x}I_{2y}-I_{1y}I_{2x}\), a zero-quantum coherence.

```lean
/-- The operator that exchanges the states of the two spins. -/
def exchange : Op := Matrix.of fun p q => if p.1 = q.2 ∧ p.2 = q.1 then 1 else 0
```

Call this operator \(P\). It takes the basis state \(|m_1m_2\rangle\) to \(|m_2m_1\rangle\).

```lean
/-- The isotropic mixing propagator exp(-2πi J t I1·I2). -/
def propagator (J t : ℝ) : Op :=
  NormedSpace.exp ((-(2 * π * Complex.I * J * t) : ℂ) • coupling)
```

This is \(U(t)=\exp(-2\pi iJt\,\mathbf I_1\cdot\mathbf I_2)\) for real \(J\) and \(t\). The dot `•` multiplies a matrix by a number.

## The coupling is an exchange of spins

```lean
/-- A product of components of the two spins is a Kronecker product of spin matrices. -/
theorem I1_mul_I2 (a b : Fin 3) : I1 a * I2 b = spin a ⊗ₖ spin b := by
  rw [I1, I2, ← Matrix.mul_kronecker_mul, mul_one, one_mul]
```

A theorem in Lean is a name, a statement after the colon, and a proof after `:=`. This one says \(I_{1a}I_{2b}=I_a\otimes I_b\), which follows from \((A\otimes1)(1\otimes B)=A\otimes B\).

```lean
/-- Dirac's exchange identity: the exchange operator is 1/2 + 2 I1·I2. -/
theorem exchange_eq : exchange = (1/2 : ℂ) • (1 : Op) + (2 : ℂ) • coupling := by
  rw [coupling, Fin.sum_univ_three]
  simp only [I1_mul_I2]
  ext ⟨i, j⟩ ⟨k, l⟩
  fin_cases i <;> fin_cases j <;> fin_cases k <;> fin_cases l <;>
    simp [exchange, spin] <;>
    (try ring_nf) <;> (try rw [Complex.I_sq]) <;> (try norm_num)
```

Dirac's identity is \(P=\tfrac12+2\,\mathbf I_1\cdot\mathbf I_2\). By hand, write
\[
2\,\mathbf I_1\cdot\mathbf I_2=I_{1+}I_{2-}+I_{1-}I_{2+}+2I_{1z}I_{2z},\qquad I_{k\pm}=I_{kx}\pm iI_{ky}.
\]
On parallel spins the flip terms vanish and the right side of the identity gives \(\tfrac12+\tfrac12=1\). On antiparallel spins the diagonal part gives \(\tfrac12-\tfrac12=0\), and the flip terms exchange the two states. Lean compares matrix entries instead: `ext` reduces the equation to entries, `fin_cases` lists all sixteen, and `simp` with some arithmetic settles each.

```lean
/-- Exchanging the two spins twice restores every state. -/
theorem exchange_sq : exchange * exchange = 1 := by
  ext ⟨i, j⟩ ⟨k, l⟩
  fin_cases i <;> fin_cases j <;> fin_cases k <;> fin_cases l <;>
    simp [exchange, Matrix.mul_apply, Fintype.sum_prod_type]
```

Two exchanges restore every state, so \(P^2=1\). The proof is again by entries.

```lean
/-- Moving the exchange operator from the left of a component of the first spin to the right
replaces it by the same component of the second. -/
theorem exchange_mul_I1 (a : Fin 3) : exchange * I1 a = I2 a * exchange := by
  ext ⟨i, j⟩ ⟨k, l⟩
  fin_cases i <;> fin_cases j <;> fin_cases k <;> fin_cases l <;>
    simp [exchange, I1, I2, Matrix.mul_apply, Fintype.sum_prod_type, Matrix.one_apply]
```

Acting on a product state, \(PI_{1a}(\varphi\otimes\chi)=\chi\otimes I_a\varphi=I_{2a}P(\varphi\otimes\chi)\). Hence \(PI_{1a}=I_{2a}P\).

```lean
/-- The commutator of the exchange operator with I1 is 2i I1 × I2, component by component. -/
theorem exchange_comm (a : Fin 3) :
    exchange * I1 a - I1 a * exchange = (2 * Complex.I) • cross a := by
  simp only [cross, I1_mul_I2]
  ext ⟨i, j⟩ ⟨k, l⟩
  fin_cases a <;> fin_cases i <;> fin_cases j <;> fin_cases k <;> fin_cases l <;>
    simp [exchange, I1, spin, Matrix.mul_apply, Fintype.sum_prod_type, Matrix.one_apply] <;>
    (try ring_nf) <;> (try simp only [Complex.I_sq]) <;> (try norm_num)
```

The commutator is \([P,I_{1a}]=2i(\mathbf I_1\times\mathbf I_2)_a\). For \(a=z\), Dirac's identity gives
\[
[P,I_{1z}]=2\bigl([I_{1x},I_{1z}]I_{2x}+[I_{1y},I_{1z}]I_{2y}\bigr)=2i\,(I_{1x}I_{2y}-I_{1y}I_{2x}),
\]
and the other components follow cyclically. Lean checks the entries for all three components.

## Exponentiating the coupling

```lean
/-- The exponential of a combination of two complementary projectors acts on each
projector by the exponential of its coefficient. -/
theorem exp_projectors (E : Op) (hE : E * E = E) (α β : ℂ) :
    NormedSpace.exp (α • E + β • (1 - E)) =
      Complex.exp α • E + Complex.exp β • (1 - E) := by
  have hpow : ∀ k : ℕ, (α • E + β • (1 - E)) ^ k = α ^ k • E + β ^ k • (1 - E) := by
    intro k
    induction k with
    | zero => simp
    | succ k ih =>
      rw [pow_succ, ih]
      simp only [add_mul, mul_add, smul_mul_assoc, mul_smul_comm, mul_sub, sub_mul,
        mul_one, one_mul, hE]
      module
  have hs : ∀ z : ℂ, HasSum (fun k : ℕ => (k.factorial : ℂ)⁻¹ * z ^ k) (Complex.exp z) := by
    intro z
    have h := NormedSpace.expSeries_div_hasSum_exp z
    rw [← Complex.exp_eq_exp_ℂ] at h
    simpa only [div_eq_inv_mul] using h
  -- sum the exponential series separately on the two projectors
  have h := ((hs α).smul_const E).add ((hs β).smul_const (1 - E))
  rw [NormedSpace.exp_eq_tsum (𝕂 := ℂ)]
  beta_reduce
  refine Eq.trans (tsum_congr fun k => ?_) h.tsum_eq
  rw [hpow, smul_add, smul_smul, smul_smul]
```

Let \(E^2=E\). Then \(E(1-E)=0\), so the cross terms in every power vanish:
\[
(\alpha E+\beta(1-E))^k=\alpha^kE+\beta^k(1-E).
\]
Dividing by \(k!\) and summing gives \(e^{\alpha}E+e^{\beta}(1-E)\). In the proof, `hpow` is the formula for powers, obtained by induction, and `hs` is the scalar exponential series. The remaining lines add the two series.

```lean
/-- With P the exchange operator, the mixing propagator is exp(iπJt/2) (cos(πJt) 1 - i sin(πJt) P).
-/
theorem propagator_eq (J t : ℝ) :
    propagator J t = Complex.exp (π * J * t / 2 * Complex.I) •
      ((Real.cos (π * J * t) : ℂ) • (1 : Op)
        - (Complex.I * (Real.sin (π * J * t) : ℂ)) • exchange) := by
  have hE : ((1/2 : ℂ) • (1 + exchange)) * ((1/2 : ℂ) • (1 + exchange))
      = (1/2 : ℂ) • (1 + exchange) := by
    simp only [smul_mul_assoc, mul_smul_comm, add_mul, mul_add, one_mul, mul_one, exchange_sq]
    module
  -- the triplet and singlet parts of the exponent
  have harg : (-(2 * π * Complex.I * J * t) : ℂ) • coupling
      = (π * J * t / 2 * Complex.I + (-(π * J * t)) * Complex.I : ℂ) •
          ((1/2 : ℂ) • (1 + exchange))
        + (π * J * t / 2 * Complex.I + (π * J * t) * Complex.I : ℂ) •
          (1 - (1/2 : ℂ) • (1 + exchange)) := by
    rw [exchange_eq]
    module
  rw [propagator, harg, exp_projectors _ hE, Complex.exp_add, Complex.exp_add,
    Complex.exp_mul_I (-(π * J * t : ℂ)), Complex.exp_mul_I (π * J * t : ℂ),
    Complex.cos_neg, Complex.sin_neg]
  push_cast
  module
```

Set \(\theta=\pi Jt\). Since \(P^2=1\), the operator \(E=\tfrac12(1+P)\) is a projector, onto the triplet states; \(1-E\) projects onto the singlet. Dirac's identity turns the exponent into
\[
-2i\theta\,\mathbf I_1\cdot\mathbf I_2=\tfrac{i\theta}{2}-i\theta P
=\bigl(\tfrac{i\theta}{2}-i\theta\bigr)E+\bigl(\tfrac{i\theta}{2}+i\theta\bigr)(1-E).
\]
The previous theorem then gives
\[
U=e^{i\theta/2}\bigl(e^{-i\theta}E+e^{i\theta}(1-E)\bigr)=e^{i\theta/2}(\cos\theta-i\sin\theta\,P).
\]
The steps `hE` and `harg` are the projector property and the split exponent. Euler's formula enters as `Complex.exp_mul_I`, and `module` collects the coefficients.

```lean
/-- The adjoint of the mixing propagator is the propagator for the reversed time. -/
theorem propagator_adjoint (J t : ℝ) : (propagator J t)ᴴ = propagator J (-t) := by
  have hP : exchangeᴴ = exchange := by
    ext ⟨i, j⟩ ⟨k, l⟩
    fin_cases i <;> fin_cases j <;> fin_cases k <;> fin_cases l <;> simp [exchange]
  have hc : coupling = (1/2 : ℂ) • exchange - (1/4 : ℂ) • (1 : Op) := by
    rw [exchange_eq]
    module
  have hH : couplingᴴ = coupling := by
    rw [hc, Matrix.conjTranspose_sub, Matrix.conjTranspose_smul, Matrix.conjTranspose_smul,
      hP, Matrix.conjTranspose_one]
    simp
  rw [propagator, propagator, ← Matrix.exp_conjTranspose, Matrix.conjTranspose_smul, hH]
  congr 2
  simp
```

The symbol `ᴴ` is the conjugate transpose. Because \(\mathbf I_1\cdot\mathbf I_2\) is Hermitian and \(J,t\) are real, taking the adjoint reverses the sign of the exponent: \(U(t)^\dagger=U(-t)\). Lean obtains the Hermitian property, `hH`, from that of \(P\).

## The transfer of one component

```lean
/-- Isotropic mixing carries each component of I1 into cos²(πJt) I1 + sin²(πJt) I2
+ sin(2πJt) I1 × I2, taken in the same component. -/
theorem isotropic_mixing (J t : ℝ) (a : Fin 3) :
    propagator J t * I1 a * (propagator J t)ᴴ =
      (Real.cos (π * J * t) : ℂ) ^ 2 • I1 a + (Real.sin (π * J * t) : ℂ) ^ 2 • I2 a
        + (Real.sin (2 * π * J * t) : ℂ) • cross a := by
  have hneg : π * J * (-t) = -(π * J * t) := by ring
  have hphase : Complex.exp (π * J * t / 2 * Complex.I) *
      Complex.exp (π * J * (-t : ℝ) / 2 * Complex.I) = 1 := by
    rw [← Complex.exp_add, ← Complex.exp_zero]
    congr 1
    push_cast
    ring
  have hdouble : (Real.sin (2 * π * J * t) : ℂ)
      = 2 * (Real.sin (π * J * t) : ℂ) * (Real.cos (π * J * t) : ℂ) := by
    rw [show 2 * π * J * t = 2 * (π * J * t) by ring, Real.sin_two_mul]
    norm_cast
  rw [propagator_adjoint, propagator_eq, propagator_eq, hneg, Real.cos_neg, Real.sin_neg,
    hdouble, smul_mul_assoc, smul_mul_assoc, mul_smul_comm, smul_smul, hphase, one_smul,
    Complex.ofReal_neg]
  generalize (Real.cos (π * J * t) : ℂ) = c
  generalize (Real.sin (π * J * t) : ℂ) = s
  have hswap : exchange * I1 a * exchange = I2 a := by
    rw [exchange_mul_I1, mul_assoc, exchange_sq, mul_one]
  -- expand, then insert the exchange relation and the commutator
  calc _ = c ^ 2 • I1 a - (Complex.I * s * c) • (exchange * I1 a - I1 a * exchange)
        - (Complex.I * s * (Complex.I * s)) • (exchange * I1 a * exchange) := by
        simp only [sub_mul, mul_sub, smul_mul_assoc, mul_smul_comm, one_mul, mul_one]
        module
    _ = _ := by
        rw [exchange_comm, hswap, smul_smul,
          show Complex.I * s * c * (2 * Complex.I) = -(2 * s * c) by
            linear_combination (2 * s * c) * Complex.I_sq,
          show Complex.I * s * (Complex.I * s) = -s ^ 2 by
            linear_combination s ^ 2 * Complex.I_sq]
        module
```

The statement is, for every component \(a\),
\[
UI_{1a}U^\dagger=\cos^2\theta\,I_{1a}+\sin^2\theta\,I_{2a}+\sin2\theta\,(\mathbf I_1\times\mathbf I_2)_a .
\]
The order \(U\,\cdot\,U^\dagger\) is that of a density operator evolving forward in time. The operator \(I_{1a}\) is traceless and stands for the polarised part of a density operator; the part proportional to the identity is left unchanged, because \(UU^\dagger=1\). By hand, the phases of \(U\) and \(U^\dagger\) cancel, and
\[
\begin{aligned}
UI_{1a}U^\dagger&=(\cos\theta-i\sin\theta\,P)\,I_{1a}\,(\cos\theta+i\sin\theta\,P)\\
&=\cos^2\theta\,I_{1a}-i\sin\theta\cos\theta\,[P,I_{1a}]+\sin^2\theta\,PI_{1a}P .
\end{aligned}
\]
The commutator turns the middle term into \(2\sin\theta\cos\theta\,(\mathbf I_1\times\mathbf I_2)_a\). In the last term, \(PI_{1a}P=I_{2a}P^2=I_{2a}\).

The proof keeps this order. `hphase` cancels the phases, `hdouble` is the double-angle formula, and `hswap` is \(PI_{1a}P=I_{2a}\). The first step of `calc` expands the product; the second inserts the commutator and `hswap`.

```lean
/-- Longitudinal case: I1z becomes I1z cos²(πJt) + I2z sin²(πJt)
+ (I1x I2y - I1y I2x) sin(2πJt). -/
theorem isotropic_mixing_z (J t : ℝ) :
    propagator J t * I1 2 * (propagator J t)ᴴ =
      (Real.cos (π * J * t) : ℂ) ^ 2 • I1 2 + (Real.sin (π * J * t) : ℂ) ^ 2 • I2 2
        + (Real.sin (2 * π * J * t) : ℂ) • (I1 0 * I2 1 - I1 1 * I2 0) :=
  isotropic_mixing J t 2
```

For \(a=z\) this is the familiar longitudinal rule:
\[
I_{1z}\to I_{1z}\cos^2(\pi Jt)+I_{2z}\sin^2(\pi Jt)+(I_{1x}I_{2y}-I_{1y}I_{2x})\sin(2\pi Jt).
\]
The proof is the general theorem applied to label 2.

In a density-matrix simulation of this ideal two-spin model, the rule gives what the mixing step does to a term \(I_{1z}\) of the density matrix. A Python program can build the spin operators with NumPy's `kron`, form `U` with SciPy's matrix exponential `expm`, and update `rho = U @ rho @ U.conj().T`. For this two-spin Hamiltonian, the formula for \(U\) in terms of \(P\) can replace the exponential routine, and \(P\) is easy to build because it is a permutation matrix. If the program stores the coupling as an angular frequency, the factor \(2\pi\) is already included.

## How much arrives, and when all of it does

```lean
/-- The trace overlap of the mixed I1 component with the same component of I2 is sin²(πJt). -/
theorem transfer_overlap (J t : ℝ) (a : Fin 3) :
    (I2 a * (propagator J t * I1 a * (propagator J t)ᴴ)).trace
      = (Real.sin (π * J * t) : ℂ) ^ 2 := by
  have h0 : ∀ b, (spin b).trace = 0 := by
    intro b
    fin_cases b <;> simp [spin, Matrix.trace_fin_two]
    all_goals norm_num
  have h1 : (I2 a * I1 a).trace = 0 := by
    rw [Matrix.trace_mul_comm, I1_mul_I2, Matrix.trace_kronecker, h0, zero_mul]
  have h2 : (I2 a * I2 a).trace = 1 := by
    rw [I2, ← Matrix.mul_kronecker_mul, Matrix.trace_kronecker]
    fin_cases a <;> simp [spin, Matrix.trace_fin_two] <;> (try ring_nf)
    all_goals norm_num [Complex.I_sq]
  have h3 : ∀ b c, (I2 a * (I1 b * I2 c)).trace = 0 := by
    intro b c
    rw [I1_mul_I2, I2, ← Matrix.mul_kronecker_mul, Matrix.trace_kronecker, one_mul, h0,
      zero_mul]
  rw [isotropic_mixing, cross]
  simp only [mul_add, mul_sub, mul_smul_comm, Matrix.trace_add, Matrix.trace_sub,
    Matrix.trace_smul, h1, h2, h3, smul_eq_mul]
  ring
```

The overlap is \(\operatorname{Tr}(I_{2a}\,UI_{1a}U^\dagger)=\sin^2\theta\). To see this, take the trace of \(I_{2a}\) with each term of the transfer rule. The spin matrices are traceless, so the \(I_{1a}\) term and the vector product contribute nothing; these are `h1` and `h3`. The remaining trace, `h2`, is
\[
\operatorname{Tr}(I_{2a}^2)=\operatorname{Tr}(1)\operatorname{Tr}(I_a^2)=2\cdot\tfrac12=1 .
\]
With this normalisation the overlap is the coefficient of \(I_{2a}\) itself. A program that starts the mixing from \(I_{1a}\) alone can therefore read the transferred amplitude as the trace of \(I_{2a}\) with the evolved matrix. If the second spin is polarised at the start, that trace also contains what it has kept.

```lean
/-- A component of I1 is carried entirely into that of I2 exactly when cos(πJt) = 0. -/
theorem complete_transfer_iff (J t : ℝ) (a : Fin 3) :
    propagator J t * I1 a * (propagator J t)ᴴ = I2 a ↔ Real.cos (π * J * t) = 0 := by
  have hsq := Real.sin_sq_add_cos_sq (π * J * t)
  constructor
  · intro h
    -- compare with the overlap at a time of complete transfer, J = 1 and t = 1/2
    have hfull : propagator 1 (1/2) * I1 a * (propagator 1 (1/2))ᴴ = I2 a := by
      rw [isotropic_mixing, show π * 1 * (1/2) = π / 2 by ring,
        show 2 * π * 1 * (1/2) = π by ring]
      simp
    have h1 := transfer_overlap J t a
    have h2 := transfer_overlap 1 (1/2) a
    rw [h] at h1
    rw [hfull, h1, show π * 1 * (1/2) = π / 2 by ring, Real.sin_pi_div_two] at h2
    have h3 : Real.sin (π * J * t) ^ 2 = 1 ^ 2 := by exact_mod_cast h2
    have h4 : Real.cos (π * J * t) ^ 2 = 0 := by linarith
    exact pow_eq_zero_iff (two_ne_zero) |>.mp h4
  · intro h
    have hs : (Real.sin (π * J * t) : ℂ) ^ 2 = 1 := by
      rw [h] at hsq
      have h5 : Real.sin (π * J * t) ^ 2 = 1 := by linarith
      exact_mod_cast h5
    have hd : Real.sin (2 * π * J * t) = 0 := by
      rw [show 2 * π * J * t = 2 * (π * J * t) by ring, Real.sin_two_mul, h, mul_zero]
    rw [isotropic_mixing, hs, hd, h]
    simp
```

The sign `↔` means "if and only if": \(UI_{1a}U^\dagger=I_{2a}\) holds exactly when \(\cos\theta=0\). If the transfer is complete, the overlap equals \(\operatorname{Tr}(I_{2a}^2)=1\), so \(\sin^2\theta=1\) and \(\cos\theta=0\). Conversely, \(\cos\theta=0\) gives \(\sin^2\theta=1\) and \(\sin2\theta=0\), and only \(I_{2a}\) survives in the transfer rule. For the first direction Lean gets the value 1 by comparison with \(J=1\), \(t=\tfrac12\), where the transfer is known to be complete.

```lean
/-- For nonzero J, mixing for the time 1/(2J) carries each component of I1 into that of I2. -/
theorem complete_transfer (J : ℝ) (hJ : J ≠ 0) (a : Fin 3) :
    propagator J (1 / (2 * J)) * I1 a * (propagator J (1 / (2 * J)))ᴴ = I2 a := by
  rw [complete_transfer_iff, show π * J * (1 / (2 * J)) = π / 2 by field_simp]
  exact Real.cos_pi_div_two

end

end IsotropicMixing
```

At \(t=1/(2J)\) the angle is \(\theta=\pi/2\), so every component of the first spin has become that of the second. The hypothesis `hJ` says that a coupling is present; without one, nothing is transferred. For negative \(J\) the stated time is negative, but the preceding criterion also gives complete transfer at the positive time \(1/(2|J|)\), because the cosine is even.

```lean
#print axioms IsotropicMixing.isotropic_mixing
-- 'IsotropicMixing.isotropic_mixing' depends on axioms: [propext, Classical.choice, Quot.sound]
#print axioms IsotropicMixing.isotropic_mixing_z
-- 'IsotropicMixing.isotropic_mixing_z' depends on axioms: [propext, Classical.choice, Quot.sound]
#print axioms IsotropicMixing.complete_transfer
-- 'IsotropicMixing.complete_transfer' depends on axioms: [propext, Classical.choice, Quot.sound]
```
